# For S = 1 + sH, the Green function with overlap at energy z/(1 + sz) is 1 + sz times the one without overlap at z, for Im z > 0

A finite Hermitian Hamiltonian matrix H is taken with the overlap matrix S = 1 + sH, where s is real, and with a complex energy z in the upper half plane. The declaration `retarded_green_overlap` states that E = z/(1 + sz) also lies in the upper half plane, that ES − H is invertible, and that (ES − H)⁻¹ = (1 + sz)(z − H)⁻¹. The attempt computes the imaginary part of E directly and takes the rest from the earlier lemma `green_overlap`, which requires that z not be an eigenvalue of H. To show this, it takes a vector v with Hv = zv and uses the Hermiticity of H to get (z − z*)⟨v|v⟩ = 0, hence ⟨v|v⟩ = 0 and v = 0.

An attempt in Lean 4 with a fault in it:

```lean
import Mathlib

open Matrix

namespace RetardedGreenOverlap

noncomputable section

variable {n : Type*} [Fintype n] [DecidableEq n]

/-- The overlap matrix `S = 1 + s H`, with overlap proportional to the Hamiltonian matrix. -/
def overlap (s : ℝ) (H : Matrix n n ℂ) : Matrix n n ℂ := 1 + (s : ℂ) • H

/-- The Green function `(E S - H)⁻¹`, for energies at which `E S - H` is invertible. -/
def green (S H : Matrix n n ℂ) (E : ℂ) : Matrix n n ℂ := (E • S - H)⁻¹

/-- The energy `z / (1 + s z)`, for `1 + s z ≠ 0`. -/
def shifted (s : ℝ) (z : ℂ) : ℂ := z / (1 + (s : ℂ) * z)

omit [Fintype n] in
/-- If `1 + s z ≠ 0`, then at the shifted energy `E` the matrix `E S - H` is `z - H`
divided by `1 + s z`. -/
theorem shifted_pencil (s : ℝ) (H : Matrix n n ℂ) {z : ℂ} (hz : 1 + (s : ℂ) * z ≠ 0) :
    shifted s z • overlap s H - H = (1 + (s : ℂ) * z)⁻¹ • (z • (1 : Matrix n n ℂ) - H) := by
  ext i j
  simp only [shifted, overlap, Matrix.sub_apply, Matrix.smul_apply, Matrix.add_apply,
    smul_eq_mul]
  linear_combination H i j * mul_inv_cancel₀ hz

/-- Dividing an invertible matrix by a nonzero number leaves it invertible and multiplies
its inverse by that number. -/
theorem inv_scaled {c : ℂ} (hc : c ≠ 0) {A : Matrix n n ℂ} (hA : IsUnit A) :
    IsUnit (c⁻¹ • A) ∧ (c⁻¹ • A)⁻¹ = c • A⁻¹ := by
  have h : (c⁻¹ • A) * (c • A⁻¹) = 1 := by
    rw [Matrix.smul_mul, Matrix.mul_smul, smul_smul, inv_mul_cancel₀ hc, one_smul,
      Matrix.mul_nonsing_inv A ((Matrix.isUnit_iff_isUnit_det A).1 hA)]
  exact ⟨⟨⟨_, _, h, mul_eq_one_comm.1 h⟩, rfl⟩, Matrix.inv_eq_right_inv h⟩

/-- If `z` is not an eigenvalue of `H` and `1 + s z ≠ 0`, then at `E = z / (1 + s z)` the matrix
`E S - H` is invertible, and its inverse is `1 + s z` times the inverse of `z - H`. -/
theorem green_overlap (s : ℝ) (H : Matrix n n ℂ) {z : ℂ}
    (hH : ∀ v : n → ℂ, H *ᵥ v = z • v → v = 0) (hz : 1 + (s : ℂ) * z ≠ 0) :
    IsUnit (shifted s z • overlap s H - H) ∧
      green (overlap s H) H (shifted s z) = (1 + (s : ℂ) * z) • green 1 H z := by
  -- without an eigenvector at `z`, the matrix `z - H` has nonzero determinant
  have hA : IsUnit (z • (1 : Matrix n n ℂ) - H) := by
    rw [Matrix.isUnit_iff_isUnit_det, isUnit_iff_ne_zero]
    intro h0
    obtain ⟨v, hv, h⟩ := Matrix.exists_mulVec_eq_zero_iff.2 h0
    rw [Matrix.sub_mulVec, Matrix.smul_mulVec, Matrix.one_mulVec, sub_eq_zero] at h
    exact hv (hH v h.symm)
  unfold green
  rw [shifted_pencil s H hz]
  exact inv_scaled hz hA

/-- For Hermitian `H` and `z` in the upper half plane, the shifted energy is again in the upper
half plane, and the Green function with overlap there is `1 + s z` times the one without
overlap at `z`. -/
theorem retarded_green_overlap (s : ℝ) {H : Matrix n n ℂ} (hH : H.IsHermitian) {z : ℂ}
    (hz : 0 < z.im) :
    0 < (shifted s z).im ∧ IsUnit (shifted s z • overlap s H - H) ∧
      green (overlap s H) H (shifted s z) = (1 + (s : ℂ) * z) • green 1 H z := by
  have hre : (1 + (s : ℂ) * z).re = 1 + s * z.re := by simp
  have him : (1 + (s : ℂ) * z).im = s * z.im := by simp
  have hc : 1 + (s : ℂ) * z ≠ 0 := by
    intro h
    rw [h, Complex.zero_im] at him
    have hs : s = 0 := (mul_eq_zero.1 him.symm).resolve_right hz.ne'
    simp [hs] at h
  refine ⟨?_, green_overlap s H ?_ hc⟩
  · have e : (shifted s z).im = z.im / Complex.normSq (1 + (s : ℂ) * z) := by
      unfold shifted
      rw [Complex.div_im, hre, him]
      ring
    rw [e]
    exact div_pos hz (Complex.normSq_pos.2 hc)
  · -- the expectation value of a Hermitian matrix is real, so `z` has no eigenvector
    intro v hv
    have h1 : star v ᵥ* H = star z • star v := by
      have h := congrArg star hv
      rwa [Matrix.star_mulVec, hH.eq, star_smul] at h
    have h2 := Matrix.dotProduct_mulVec (star v) H v
    rw [hv, h1, dotProduct_smul, smul_dotProduct, smul_eq_mul, smul_eq_mul] at h2
    have hne : z - star z ≠ 0 := by
      intro h
      have h3 := congrArg Complex.im h
      simp at h3
      linarith
    have h4 : (z - star z) * (star v ⬝ᵥ v) = 0 := by linear_combination h2
    have h5 : star v ⬝ᵥ v = 0 := (mul_eq_zero.1 h4).resolve_left hne
    open scoped ComplexOrder in
    exact dotProduct_star_self_eq_zero.1 (by rwa [dotProduct_comm] at h5)

end

end RetardedGreenOverlap
```

The compiler's answer:

```
Main.lean:92:45: error: Tactic `assumption` failed

n : Type u_1
inst✝¹ : Fintype n
inst✝ : DecidableEq n
s : ℝ
H : Matrix n n ℂ
hH : H.IsHermitian
z : ℂ
hz : 0 < z.im
hre : (1 + ↑s * z).re = 1 + s * z.re
him : (1 + ↑s * z).im = s * z.im
hc : 1 + ↑s * z ≠ 0
v : n → ℂ
hv : H *ᵥ v = z • v
h1 : star v ᵥ* H = star z • star v
h2 : z * star v ⬝ᵥ v = star z * star v ⬝ᵥ v
hne : z - star z ≠ 0
h4 : (z - star z) * star v ⬝ᵥ v = 0
h5 : v ⬝ᵥ star v = 0
⊢ star v ⬝ᵥ v = 0
```

Diagnosis. The one error is in the last step, from ⟨v|v⟩ = 0 to v = 0. There `dotProduct_star_self_eq_zero.1` asks for a proof of `star v ⬝ᵥ v = 0`, as the goal in the message shows, and `h5` was proved in exactly that form. But the attempt first rewrites `h5` with `dotProduct_comm`, which swaps the two factors and leaves `v ⬝ᵥ star v = 0`. After rewriting, `rwa` tries to close the goal with `assumption`, which looks for a hypothesis that matches the goal. The two products are equal by commutativity, but `assumption` does not apply that law, and no other hypothesis fits, so it fails.

The repair drops the rewrite and passes `h5` to the lemma as it stands.

The change, after which it compiles:

```diff
@@ -90,5 +90,5 @@
     have h5 : star v ⬝ᵥ v = 0 := (mul_eq_zero.1 h4).resolve_left hne
     open scoped ComplexOrder in
-    exact dotProduct_star_self_eq_zero.1 (by rwa [dotProduct_comm] at h5)
+    exact dotProduct_star_self_eq_zero.1 h5
 
 end
```
